# Applying a two-body Hamiltonian k times to a determinant reaches at most 2k-fold excitations

Two one-body operators applied in succession to a determinant can replace at most two of its orbitals, because each replaces at most one. Counting in the same way, $k$ applications of an electronic Hamiltonian, each replacing at most two orbitals, produce no excitation beyond degree $2k$.

In Lean 4 with Mathlib:

```lean
import Mathlib

open Matrix

namespace ExcitationReach

noncomputable section

variable {ι κ R : Type*} [LinearOrder ι] [Semiring R]

/-- The determinants of `N` electrons: sets of `N` occupied spin orbitals. -/
abbrev Det (ι : Type*) (N : ℕ) := {S : Finset ι // S.card = N}

/-- The excitation degree: the number of orbitals occupied in `S` and empty in `T`. -/
def excitation (S T : Finset ι) : ℕ := (S \ T).card

/-- A matrix has reach `r` if its entries vanish whenever the row configuration occupies more
than `r` orbitals that are empty in the column configuration; `occ` gives the occupied orbitals. -/
def HasReach (occ : κ → Finset ι) (r : ℕ) (A : Matrix κ κ R) : Prop :=
  ∀ S T, r < excitation (occ S) (occ T) → A S T = 0

/-- The annihilation operator of orbital `p` on Fock space, with the fermionic sign given by the
number of occupied orbitals before `p`. -/
def annihilate (p : ι) : Matrix (Finset ι) (Finset ι) ℂ := fun S T =>
  if p ∈ T ∧ S = T.erase p then (-1) ^ (T.filter (· < p)).card else 0

/-- The creation operator of orbital `p`, the adjoint of the annihilation operator. -/
def create (p : ι) : Matrix (Finset ι) (Finset ι) ℂ := (annihilate p)ᴴ

/-- The electronic Hamiltonian on `N`-electron determinants, with one-electron integrals `h`
and two-electron integrals `g`. -/
def electronicHamiltonian [Fintype ι] (N : ℕ) (h : ι → ι → ℂ) (g : ι → ι → ι → ι → ℂ) :
    Matrix (Det ι N) (Det ι N) ℂ :=
  ((∑ p, ∑ q, h p q • (create p * annihilate q)) +
    (1 / 2 : ℂ) • ∑ p, ∑ q, ∑ r, ∑ s,
      g p q r s • (create p * create q * annihilate s * annihilate r)).submatrix
    Subtype.val Subtype.val

/-- Between determinants with the same number of electrons, the excitation degree is symmetric. -/
theorem excitation_comm {N : ℕ} (S T : Det ι N) :
    excitation S.1 T.1 = excitation T.1 S.1 := by
  have h₁ := Finset.card_sdiff_add_card_inter S.1 T.1
  have h₂ := Finset.card_sdiff_add_card_inter T.1 S.1
  rw [Finset.inter_comm] at h₂
  have hS := S.2
  have hT := T.2
  unfold excitation
  omega

/-- The excitation degree obeys the triangle inequality. -/
theorem excitation_triangle (S T U : Finset ι) :
    excitation S U ≤ excitation S T + excitation T U := by
  have hsub : S \ U ⊆ (S \ T) ∪ (T \ U) := by
    intro x
    simp only [Finset.mem_sdiff, Finset.mem_union]
    tauto
  exact (Finset.card_le_card hsub).trans (Finset.card_union_le _ _)

/-- Reaches add when two operators are applied in succession. -/
theorem HasReach.mul [Fintype κ] {occ : κ → Finset ι} {r s : ℕ} {A B : Matrix κ κ R}
    (hA : HasReach occ r A) (hB : HasReach occ s B) : HasReach occ (r + s) (A * B) := by
  intro S U h
  rw [Matrix.mul_apply]
  apply Finset.sum_eq_zero
  intro T _
  -- at every intermediate configuration one of the two steps is too long
  by_cases hST : r < excitation (occ S) (occ T)
  · rw [hA S T hST, zero_mul]
  · have ht := excitation_triangle (occ S) (occ T) (occ U)
    rw [hB T U (by omega), mul_zero]

/-- If each matrix in a list vanishes between `N`-electron determinants differing in more than
`r` orbitals, their product vanishes between those differing in more than `r` times the number
of factors. -/
theorem product_reach [Fintype ι] {N r : ℕ} (L : List (Matrix (Det ι N) (Det ι N) R))
    (hL : ∀ H ∈ L, HasReach Subtype.val r H) :
    HasReach Subtype.val (r * L.length) L.prod := by
  induction L with
  | nil =>
    intro S T h
    rw [List.prod_nil]
    apply Matrix.one_apply_ne
    rintro rfl
    simp [excitation] at h
  | cons A L ih =>
    rw [List.prod_cons, List.length_cons,
      show r * (L.length + 1) = r + r * L.length by ring]
    exact (hL A (by simp)).mul (ih fun B hB => hL B (List.mem_cons_of_mem _ hB))

/-- If a matrix on `N`-electron determinants has reach `r`, its `k`-th power has reach `r * k`. -/
theorem power_reach [Fintype ι] {N r : ℕ} {H : Matrix (Det ι N) (Det ι N) R}
    (hH : HasReach Subtype.val r H) (k : ℕ) : HasReach Subtype.val (r * k) (H ^ k) := by
  have h := product_reach (List.replicate k H) (r := r)
    (fun B hB => by rw [List.eq_of_mem_replicate hB]; exact hH)
  simpa only [List.prod_replicate, List.length_replicate] using h

/-- An annihilation operator occupies no new orbital. -/
theorem annihilate_reach (p : ι) : HasReach id 0 (annihilate p) := by
  intro S T h
  apply if_neg
  rintro ⟨_, hS⟩
  have he : S \ T = ∅ := by
    rw [hS]
    exact Finset.sdiff_eq_empty_iff_subset.mpr (Finset.erase_subset _ _)
  simp [excitation, he] at h

/-- A creation operator occupies at most one new orbital. -/
theorem create_reach (p : ι) : HasReach id 1 (create p) := by
  intro S T h
  have hz : annihilate p T S = 0 := by
    apply if_neg
    rintro ⟨_, hT⟩
    have hsub : S \ T ⊆ {p} := by
      intro x hx
      rw [hT] at hx
      simp only [Finset.mem_sdiff, Finset.mem_erase, Finset.mem_singleton] at hx ⊢
      tauto
    have hc := Finset.card_le_card hsub
    rw [Finset.card_singleton] at hc
    exact absurd h (not_lt_of_ge hc)
  rw [create, Matrix.conjTranspose_apply, hz, star_zero]

/-- The electronic Hamiltonian has no nonzero entries between determinants differing in more than
two orbitals. -/
theorem hamiltonian_reach [Fintype ι] (N : ℕ) (h : ι → ι → ℂ) (g : ι → ι → ι → ι → ℂ) :
    HasReach Subtype.val 2 (electronicHamiltonian N h g) := by
  intro S T hST
  have one : ∀ p q : ι,
      (create p * annihilate q : Matrix (Finset ι) (Finset ι) ℂ) S.1 T.1 = 0 := fun p q =>
    ((create_reach p).mul (annihilate_reach q)) S.1 T.1 (lt_trans (by norm_num) hST)
  have two : ∀ p q r s : ι,
      (create p * create q * annihilate s * annihilate r :
        Matrix (Finset ι) (Finset ι) ℂ) S.1 T.1 = 0 := fun p q r s =>
    ((((create_reach p).mul (create_reach q)).mul (annihilate_reach s)).mul
      (annihilate_reach r)) S.1 T.1 hST
  simp only [electronicHamiltonian, Matrix.submatrix_apply, Matrix.add_apply,
    Matrix.smul_apply, Matrix.sum_apply, one, two, smul_zero, Finset.sum_const_zero, add_zero]

/-- Acting `k` times with the electronic Hamiltonian on a reference determinant gives zero
amplitude on every determinant excited by more than `2 * k` orbitals. -/
theorem reference_reach [Fintype ι] {N : ℕ} (h : ι → ι → ℂ) (g : ι → ι → ι → ι → ℂ) (k : ℕ)
    (ref T : Det ι N) (hT : 2 * k < excitation T.1 ref.1) :
    ((electronicHamiltonian N h g ^ k) *ᵥ Pi.single ref 1) T = 0 := by
  have hz := power_reach (hamiltonian_reach N h g) k T ref hT
  simp only [Matrix.mulVec, dotProduct, Pi.single_apply, mul_ite, mul_one, mul_zero,
    Finset.sum_ite_eq', Finset.mem_univ, if_true]
  exact hz

/-- An excitation of degree at most `a + b` passes through an `N`-electron determinant that
splits it into steps of degree at most `a` and at most `b`. -/
theorem exists_intermediate {N a b : ℕ} (S T : Det ι N) (h : excitation S.1 T.1 ≤ a + b) :
    ∃ U : Det ι N, excitation S.1 U.1 ≤ a ∧ excitation U.1 T.1 ≤ b := by
  by_cases ha : excitation S.1 T.1 ≤ a
  · exact ⟨T, ha, by simp [excitation]⟩
  have hc := excitation_comm S T
  unfold excitation at h ha hc
  -- exchange `a` of the orbitals in which the determinants differ
  obtain ⟨A, hA, hAc⟩ := Finset.exists_subset_card_eq (show a ≤ (S.1 \ T.1).card by omega)
  obtain ⟨B, hB, hBc⟩ := Finset.exists_subset_card_eq (show a ≤ (T.1 \ S.1).card by omega)
  have hd : Disjoint (S.1 \ A) B := Finset.disjoint_left.mpr fun x hx hxB =>
    (Finset.mem_sdiff.mp (hB hxB)).2 (Finset.mem_sdiff.mp hx).1
  have h₁ := Finset.card_sdiff_add_card_eq_card (hA.trans Finset.sdiff_subset)
  have h₂ := Finset.card_sdiff_add_card_eq_card hA
  have hS := S.2
  refine ⟨⟨(S.1 \ A) ∪ B, by rw [Finset.card_union_of_disjoint hd]; omega⟩, ?_, ?_⟩
  · have hsub : S.1 \ ((S.1 \ A) ∪ B) ⊆ A := by
      intro x
      simp only [Finset.mem_sdiff, Finset.mem_union]
      tauto
    exact (Finset.card_le_card hsub).trans hAc.le
  · have hsub : ((S.1 \ A) ∪ B) \ T.1 ⊆ (S.1 \ T.1) \ A := by
      intro x hx
      have hxB : x ∈ B → x ∈ T.1 := fun q => (Finset.mem_sdiff.mp (hB q)).1
      simp only [Finset.mem_sdiff, Finset.mem_union] at hx ⊢
      tauto
    exact (Finset.card_le_card hsub).trans (by omega)

/-- The model matrix with entry one between determinants differing in at most `r` orbitals,
and zero otherwise. -/
def allExcitations (ι : Type*) [LinearOrder ι] (N r : ℕ) : Matrix (Det ι N) (Det ι N) ℝ :=
  fun S T => if excitation S.1 T.1 ≤ r then 1 else 0

/-- The bound is sharp: the `k`-th power of the model matrix is positive exactly between
determinants differing in at most `r * k` orbitals. -/
theorem reach_sharp [Fintype ι] {N : ℕ} (r k : ℕ) (S T : Det ι N) :
    0 < (allExcitations ι N r ^ k) S T ↔ excitation S.1 T.1 ≤ r * k := by
  have hM : HasReach Subtype.val r (allExcitations ι N r) :=
    fun S T h => if_neg (not_le_of_gt h)
  constructor
  · intro hpos
    by_contra hn
    exact hpos.ne' (power_reach hM k S T (not_le.mp hn))
  · induction k generalizing S with
    | zero =>
      intro h
      have he : S.1 \ T.1 = ∅ := Finset.card_eq_zero.mp (by simpa [excitation] using h)
      have hST : S = T := Subtype.ext (Finset.eq_of_subset_of_card_le
        (Finset.sdiff_eq_empty_iff_subset.mp he) (by rw [S.2, T.2]))
      rw [hST, pow_zero, Matrix.one_apply_eq]
      exact one_pos
    | succ k ih =>
      intro h
      obtain ⟨U, hU, hUT⟩ := exists_intermediate (a := r) (b := r * k) S T
        (h.trans (le_of_eq (by ring)))
      rw [pow_succ', Matrix.mul_apply]
      -- no cancellation: all paths contribute with nonnegative weight
      refine Finset.sum_pos' (fun V _ => mul_nonneg ?_ ?_) ⟨U, Finset.mem_univ U, ?_⟩
      · unfold allExcitations
        split_ifs <;> norm_num
      · by_cases hV : excitation V.1 T.1 ≤ r * k
        · exact (ih V hV).le
        · exact (power_reach hM k V T (not_le.mp hV)).ge
      · have h1 : allExcitations ι N r S U = 1 := if_pos hU
        rw [h1, one_mul]
        exact ih U hUT

end

end ExcitationReach
```

```lean
#print axioms ExcitationReach.hamiltonian_reach
#print axioms ExcitationReach.reference_reach
#print axioms ExcitationReach.reach_sharp
```

```
'ExcitationReach.hamiltonian_reach' depends on axioms: [propext, Classical.choice, Quot.sound]
'ExcitationReach.reference_reach' depends on axioms: [propext, Classical.choice, Quot.sound]
'ExcitationReach.reach_sharp' depends on axioms: [propext, Classical.choice, Quot.sound]
```

## Determinants, excitation degree and reach

A determinant of $N$ electrons is a set of $N$ occupied spin orbitals, `Det ι N`, with the orbitals, taken to be orthonormal, drawn from a finite ordered set `ι`. The excitation degree $d(S,T)=|S\setminus T|$ counts the orbitals occupied in $S$ and empty in $T$. At equal electron number it is symmetric (`excitation_comm`).

A matrix $A$ has reach $r$ if $A_{ST}=0$ whenever $d(S,T)>r$. In `HasReach`, the argument `occ` gives the occupied orbitals of an index: it is `Subtype.val` for $N$-electron determinants and `id` on Fock space, where the electron number may change.

`product_reach` says that a product of $k$ matrices on $N$-electron determinants, possibly all different but each of reach $r$, has reach $rk$. `reference_reach` applies this to

$$H=\sum_{pq}h_{pq}\,a_p^\dagger a_q+\tfrac12\sum_{pqrs}g_{pqrs}\,a_p^\dagger a_q^\dagger a_s a_r ,$$

where $r$ and $s$ label orbitals. For every reference determinant, $H^k|\mathrm{ref}\rangle$ has zero amplitude on each $T$ with $d(T,\mathrm{ref})>2k$.

The operators act on Fock space with the usual fermionic signs, and `submatrix` then selects the $N$-electron block. The order of indices in $g_{pqrs}$ is that of $\langle pq|rs\rangle$. The integrals are arbitrary complex numbers, so neither Hermiticity nor a Hartree–Fock reference is assumed.

In a finite spin-orbital basis, a Krylov space built from a reference determinant with at most $k$ applications of $H$ therefore lies within the configuration-interaction space truncated at $2k$-fold excitations.

## Why reaches add

Take an orbital in $S\setminus U$. If it is empty in $T$, it lies in $S\setminus T$; if it is occupied in $T$, it lies in $T\setminus U$. Hence

$$d(S,U)\le d(S,T)+d(T,U),$$

which is `excitation_triangle`.

Now let $A$ have reach $r$ and $B$ reach $s$, and suppose $d(S,U)>r+s$. In

$$(AB)_{SU}=\sum_T A_{ST}B_{TU}$$

every term vanishes: either $d(S,T)>r$ and the first factor is zero, or the triangle inequality forces $d(T,U)>s$ and the second is. The `by_cases` in `HasReach.mul` makes this distinction, and `omega` does the arithmetic.

`product_reach` follows by induction on the list of factors. The empty product is the identity, which has reach 0, and each further factor adds $r$. Equal factors give `power_reach`.

## Why the Hamiltonian has reach two

A nonzero entry $(a_p)_{ST}$ requires $S=T\setminus\{p\}$, so $S\setminus T$ is empty and annihilation has reach 0. For creation, a nonzero entry requires $T=S\setminus\{p\}$, so $S\setminus T\subseteq\{p\}$ and the reach is 1. By addition, $a_p^\dagger a_q$ has reach 1 and $a_p^\dagger a_q^\dagger a_s a_r$ has reach 2. Every term of $H$ thus vanishes beyond degree 2, as `hamiltonian_reach` states. Since $(H^k|\mathrm{ref}\rangle)_T=(H^k)_{T,\mathrm{ref}}$, `power_reach` finishes the argument.

## A matrix that attains the bound

Let $M$ have entry 1 at every degree up to $r$ and 0 beyond (`allExcitations`). `reach_sharp` states that $(M^k)_{ST}>0$ exactly when $d(S,T)\le rk$. This concerns the model matrix; for an electronic Hamiltonian, vanishing integrals or cancellation between paths can remove amplitudes inside the bound.

One direction is `power_reach`. The other needs an intermediate determinant: if $d(S,T)\le a+b$, some $U$ satisfies $d(S,U)\le a$ and $d(U,T)\le b$. When $d(S,T)\le a$, take $U=T$. Otherwise choose $A\subseteq S\setminus T$ and $B\subseteq T\setminus S$, each with $a$ orbitals, and set $U=(S\setminus A)\cup B$. This $U$ has $N$ electrons, $S\setminus U\subseteq A$, and $U\setminus T\subseteq(S\setminus T)\setminus A$, which has $d(S,T)-a\le b$ elements.

Induction on $k$ starts from $M^0=1$, where $d(S,T)=0$ means $S=T$. For the next power, take $a=r$ and $b=rk$ in

$$(M^{k+1})_{ST}=\sum_V M_{SV}(M^k)_{VT}.$$

All terms are nonnegative and the one with $V=U$ is positive, so `Finset.sum_pos'` gives a positive sum.
